# A state built from first-order Sternheimer responses obeys the periodically driven Schrödinger equation up to an explicit term quadratic in the field amplitude

Let `H` and `D` be linear maps on a complex inner product space, let H ψ = E ψ with E real and ψ not necessarily normalised, and let χ₊ and χ₋ solve (H − (E ± w)) χ± = D ψ. The theorem `drivenState_schrodinger` takes Ψ(t) = e^(−iEt) ψ + F Φ(t), where Φ(t) = ½(e^(−i(E+w)t) χ₊ + e^(−i(E−w)t) χ₋) and F and w are real. It states that, with ħ = 1, i dΨ/dt = (H − F cos(wt) D) Ψ + F² cos(wt) D Φ. This identity is exact, and its last term is the residual that Ψ leaves in the driven Schrödinger equation, not the difference between Ψ and an exact solution. The attempt differentiates the phase factors, puts in the equations for ψ and χ±, and uses the fact that the two sideband phases add up to 2 cos(wt) e^(−iEt).

This version doesn't compile in Lean 4 with Mathlib:

```lean
import Mathlib

open scoped InnerProductSpace ComplexConjugate

namespace DrivenStateSchrodinger

noncomputable section

variable {V ι : Type*} [NormedAddCommGroup V] [InnerProductSpace ℂ V] [Fintype ι]

/-- The Sternheimer equation `(H - a) χ = D ψ` at the real energy `a`. -/
def Sternheimer (H D : V →ₗ[ℂ] V) (ψ : V) (a : ℝ) (χ : V) : Prop :=
  H χ - (a : ℂ) • χ = D ψ

/-- The phase factor `exp(-i a t)`. -/
def phase (a t : ℝ) : ℂ := Complex.exp (-(Complex.I * a * t))

/-- The first-order response, with `χp` and `χm` oscillating at `E + w` and `E - w`. -/
def firstOrder (E w : ℝ) (χp χm : V) (t : ℝ) : V :=
  (1 / 2 : ℂ) • (phase (E + w) t • χp + phase (E - w) t • χm)

/-- The state `ψ` with its phase at energy `E`, plus `F` times the first-order response. -/
def drivenState (ψ : V) (E w F : ℝ) (χp χm : V) (t : ℝ) : V :=
  phase E t • ψ + (F : ℂ) • firstOrder E w χp χm t

/-- Phases multiply when energies add, conjugation reverses the energy, and opposite
phases add up to twice a cosine. -/
theorem phase_rules (a c t : ℝ) : phase (a + c) t = phase a t * phase c t ∧
    conj (phase a t) = phase (-a) t ∧
    phase a t + phase (-a) t = 2 * (Real.cos (a * t) : ℂ) := by
  refine ⟨?_, ?_, ?_⟩
  · rw [phase, phase, phase, ← Complex.exp_add]
    congr 1
    push_cast
    ring
  · rw [phase, phase, ← Complex.exp_conj]
    congr 1
    simp
  · have h₁ : -(Complex.I * (a : ℂ) * t) = -((a * t : ℝ) : ℂ) * Complex.I := by
      push_cast
      ring
    have h₂ : -(Complex.I * ((-a : ℝ) : ℂ) * t) = ((a * t : ℝ) : ℂ) * Complex.I := by
      push_cast
      ring
    rw [phase, phase, h₁, h₂, Complex.ofReal_cos, Complex.cos]
    ring

/-- If `H ψ = E ψ` and `χp`, `χm` solve the Sternheimer equations at `E + w` and `E - w`,
the driven state obeys the Schrödinger equation for `H - F cos(w t) D` up to the
displayed term of order `F²`. -/
theorem drivenState_schrodinger {H D : V →ₗ[ℂ] V} {ψ χp χm : V} {E w : ℝ} (F t : ℝ)
    (hψ : H ψ = (E : ℂ) • ψ) (hp : Sternheimer H D ψ (E + w) χp)
    (hm : Sternheimer H D ψ (E - w) χm) :
    HasDerivAt (drivenState ψ E w F χp χm)
      (-Complex.I • (H (drivenState ψ E w F χp χm t)
        - (F * Real.cos (w * t) : ℂ) • D (drivenState ψ E w F χp χm t)
        + (F ^ 2 * Real.cos (w * t) : ℂ) • D (firstOrder E w χp χm t))) t := by
  have dph : ∀ a : ℝ, HasDerivAt (phase a) (-(Complex.I * a) * phase a t) t := by
    intro a
    have h : HasDerivAt (fun s : ℝ => -(Complex.I * a * (s : ℂ))) (-(Complex.I * a)) t := by
      convert ((hasDerivAt_id t).ofReal_comp.const_mul (Complex.I * (a : ℂ))).fun_neg using 1
      simp
    exact h.cexp.congr_deriv (by rw [phase]; ring)
  have d := ((dph E).smul_const ψ).fun_add
    (((((dph (E + w)).smul_const χp).fun_add ((dph (E - w)).smul_const χm)).const_smul
      (1 / 2 : ℂ)).const_smul (F : ℂ))
  refine d.congr_deriv ?_
  have hp' : H χp = D ψ + ((E + w : ℝ) : ℂ) • χp := sub_eq_iff_eq_add.mp hp
  have hm' : H χm = D ψ + ((E - w : ℝ) : ℂ) • χm := sub_eq_iff_eq_add.mp hm
  -- the two sidebands together reproduce the oscillating field
  have hk : phase (E + w) t + phase (E - w) t
      = 2 * (Real.cos (w * t) : ℂ) * phase E t := by
    rw [sub_eq_add_neg, (phase_rules E w t).1, (phase_rules E (-w) t).1]
    linear_combination phase E t * (phase_rules w 0 t).2.2
  have hv := congrArg (fun z : ℂ => z • D ψ) hk
  simp only [drivenState, firstOrder, map_add, map_smul, hψ, hp', hm']
  linear_combination (norm := module) (Complex.I * F / 2) • hv

end

end DrivenStateSchrodinger
```

Lean reports:

```
Main.lean:62:6: error: `simp` made no progress
```

What went wrong. The error arises in the derivative of the exponent, s ↦ −(i a s), before any of the physics is used. There `convert … using 1` matches the wanted `HasDerivAt` statement against one built from `hasDerivAt_id`, and leaves whatever differs as new goals. The message says that `simp` could rewrite nothing in the first of these. The goal is not printed, but it can hardly be the equation between the derivative values, where `simp` can remove a factor 1, or the one between the functions, where it can remove `id`. This points to a mismatch between the instances inside the two `HasDerivAt` statements, which `simp` has no rule to rewrite.

The repair does without `convert`, so no such goal is handed to `simp`. It first proves `h₀`, that the inclusion of ℝ in ℂ has derivative 1, from `Complex.ofRealCLM.hasDerivAt`. It then applies `const_mul` and `fun_neg`, and `exact` checks that the result agrees with the wanted statement by definition. Each `congr_deriv` asks only for an equation between derivative values: `simp` evaluates the inclusion at 1, and `ring` removes the factor 1 from the product.

As a diff, the version that Lean accepts:

```diff
@@ -59,6 +59,7 @@
     intro a
     have h : HasDerivAt (fun s : ℝ => -(Complex.I * a * (s : ℂ))) (-(Complex.I * a)) t := by
-      convert ((hasDerivAt_id t).ofReal_comp.const_mul (Complex.I * (a : ℂ))).fun_neg using 1
-      simp
+      have h₀ : HasDerivAt (fun s : ℝ => (s : ℂ)) 1 t :=
+        (Complex.ofRealCLM.hasDerivAt (x := t)).congr_deriv (by simp)
+      exact (h₀.const_mul (Complex.I * (a : ℂ))).fun_neg.congr_deriv (by ring)
     exact h.cexp.congr_deriv (by rw [phase]; ring)
   have d := ((dph E).smul_const ψ).fun_add
```
